# Pair blocking an even number of stationary samples preserves the variance of their mean

An FCIQMC run writes out a quantity such as the shift at every report step, and successive values are correlated. To put an error bar on the average, an analysis script repeatedly replaces the series by the averages of neighbouring pairs. In NumPy, for an even number of entries, one such step is `x = (x[0::2] + x[1::2]) / 2`. At each level the script computes the sample variance divided by the number of entries, as if the entries were independent, and the user looks for a plateau in these values.

The problems below treat the exact autocovariances behind this step, for a single real series that has reached stationarity. They show that the true variance of the mean stays fixed under blocking, and they find when the estimate that ignores correlation fails to decrease.

## Autocovariances before and after blocking

Let \(g_k\) be the autocovariance at lag \(k\), so that \(g_0\) is the variance of one sample. In Lean, `g : ℕ → ℝ` is any real sequence; it need not come from a stochastic process.

```lean
import Mathlib

open Finset

namespace PairBlocking

noncomputable section
```

For \(n\ge 1\) samples, the variance of the mean is

\[
V_n(g)=\frac1n\Bigl[g_0+2\sum_{k=1}^{n-1}\Bigl(1-\frac kn\Bigr)g_k\Bigr],
\]

which is `varMean`. The set `Ico 1 n` contains the lags \(1,\dots,n-1\).

```lean
/-- The variance of the mean of `n ≥ 1` stationary samples with autocovariances `g`. -/
def varMean (g : ℕ → ℝ) (n : ℕ) : ℝ :=
  (g 0 + 2 * ∑ k ∈ Ico 1 n, (1 - (k : ℝ) / (n : ℝ)) * g k) / (n : ℝ)
```

Leaving out every correlation between different samples gives the naive estimate \(N_n(g)=g_0/n\). It contains the exact \(g_0\), where a script has only a sample variance.

```lean
/-- The naive estimate of the variance of the mean of `n ≥ 1` samples, which ignores
all correlations between different samples. -/
def naive (g : ℕ → ℝ) (n : ℕ) : ℝ := g 0 / (n : ℝ)
```

Blocking turns \(g\) into a new sequence \(Bg\), with

\[
(Bg)_0=\frac{g_0+g_1}{2},\qquad
(Bg)_{k+1}=\frac{g_{2k+1}+2g_{2k+2}+g_{2k+3}}{4}\quad(k\ge 0).
\]

Writing the positive lags as \(k+1\) avoids subtraction of natural numbers.

```lean
/-- The autocovariances after neighbouring samples are averaged in pairs. -/
def blockAutocov (g : ℕ → ℝ) : ℕ → ℝ
  | 0 => (g 0 + g 1) / 2
  | k + 1 => (g (2 * k + 1) + 2 * g (2 * k + 2) + g (2 * k + 3)) / 4
```

The sum of the samples is easier to handle than their mean. Sample number \(j\), counted from zero, contributes its own variance and twice its covariance with the \(j\) earlier samples:

\[
S_n(g)=\sum_{j=0}^{n-1}\Bigl(g_0+2\sum_{k=0}^{j-1}g_{k+1}\Bigr).
\]

```lean
/-- The variance of the sum of `n` samples, built up by adding one sample at a time. -/
def varSum (g : ℕ → ℝ) (n : ℕ) : ℝ :=
  ∑ j ∈ range n, (g 0 + 2 * ∑ k ∈ range j, g (k + 1))
```

To connect these formulas with actual samples, subtract from each sample the common expectation value (not the average over the run) and regard the result \(x_i\) as a vector in a real inner product space `E`, whose inner product is the covariance. Stationarity then means \(\langle x_i,x_{i+k}\rangle=g_k\) for all \(i\) and \(k\). This concerns second moments only, and no Gaussian assumption enters. It is a hypothesis about the run: the equilibration phase has been discarded and the covariances no longer depend on the starting time.

```lean
variable {E : Type*} [NormedAddCommGroup E] [InnerProductSpace ℝ E]

/-- Centred samples `x`, with the inner product as covariance, are stationary with
autocovariances `g`. -/
def IsStationary (x : ℕ → E) (g : ℕ → ℝ) : Prop :=
  ∀ i k, inner ℝ (x i) (x (i + k)) = g k
```

The blocked samples are \(y_i=\tfrac12(x_{2i}+x_{2i+1})\).

```lean
/-- The series of averages over neighbouring pairs of samples. -/
def blockPairs (x : ℕ → E) (i : ℕ) : E :=
  (1 / 2 : ℝ) • (x (2 * i) + x (2 * i + 1))
```

## (a) Counting how often each lag occurs

Show that the variance built up sample by sample agrees with the formula for the mean:

\[
S_n(g)=n^2V_n(g).
\]

The term \(g_{k+1}\) occurs in the inner sum for \(j=k+1,\dots,n-1\), which is \(n-(k+1)\) times. Hence

\[
S_n(g)=n g_0+2\sum_{k=0}^{n-1}\bigl(n-(k+1)\bigr)g_{k+1},
\]

where the last term is zero. Since \(n-(k+1)=n\bigl(1-\tfrac{k+1}{n}\bigr)\) for \(n\ge1\), the right side is \(n\) times the bracket in \(V_n\). That bracket equals \(nV_n(g)\), so the total is \(n^2V_n(g)\). For \(n=0\) both sides vanish.

In the proof, `count` establishes the counted form by induction on \(n\): a new sample raises every multiplicity by one. The fact `h` then shifts the summation index and takes out the denominator, and `field_simp` finishes the algebra.

```lean
/-- The variance of the sum of `n` samples is `n²` times the variance of their mean. -/
theorem varSum_eq (g : ℕ → ℝ) (n : ℕ) :
    varSum g n = (n : ℝ) ^ 2 * varMean g n := by
  -- collect equal lags: lag k + 1 occurs n - (k + 1) times
  have count : ∀ n : ℕ, varSum g n =
      n * g 0 + 2 * ∑ k ∈ range n, ((n : ℝ) - ((k : ℝ) + 1)) * g (k + 1) := by
    intro n
    induction n with
    | zero => simp [varSum]
    | succ n ih =>
      have split : ∑ k ∈ range n, (((n : ℝ) + 1) - ((k : ℝ) + 1)) * g (k + 1) =
          ∑ k ∈ range n, ((n : ℝ) - ((k : ℝ) + 1)) * g (k + 1)
            + ∑ k ∈ range n, g (k + 1) := by
        rw [← sum_add_distrib]
        exact sum_congr rfl fun k _ => by ring
      have step : varSum g (n + 1) =
          varSum g n + (g 0 + 2 * ∑ k ∈ range n, g (k + 1)) := sum_range_succ _ _
      rw [step, ih, sum_range_succ]
      push_cast
      rw [split]
      ring
  rcases n with _ | p
  · simp [varSum]
  have hp : (p : ℝ) + 1 ≠ 0 := by positivity
  have h : ∑ k ∈ Ico 1 (p + 1), (1 - (k : ℝ) / ((p : ℝ) + 1)) * g k =
      (∑ k ∈ range p, (((p : ℝ) + 1) - ((k : ℝ) + 1)) * g (k + 1)) / ((p : ℝ) + 1) := by
    rw [sum_Ico_eq_sum_range, sum_div, Nat.add_sub_cancel]
    refine sum_congr rfl fun k _ => ?_
    rw [Nat.add_comm 1 k, eq_div_iff hp]
    push_cast
    have e : ((k : ℝ) + 1) / ((p : ℝ) + 1) * ((p : ℝ) + 1) = (k : ℝ) + 1 :=
      div_mul_cancel₀ _ hp
    linear_combination (-g (k + 1)) * e
  rw [count, sum_range_succ, varMean]
  push_cast
  rw [h, sub_self, zero_mul, add_zero]
  generalize (∑ k ∈ range p, (((p : ℝ) + 1) - ((k : ℝ) + 1)) * g (k + 1)) = T
  field_simp
```

## (b) The variance of a sum of actual samples

For stationary centred samples, show that

\[
\Bigl\|\sum_{i=0}^{n-1}x_i\Bigr\|^2=n^2V_n(g).
\]

Write \(s_n\) for the sum of the first \(n\) samples. Adding one more gives

\[
\|s_n+x_n\|^2=\|s_n\|^2+2\langle s_n,x_n\rangle+\|x_n\|^2 .
\]

Here \(\|x_n\|^2=g_0\). The cross term is

\[
\langle s_n,x_n\rangle=\sum_{i=0}^{n-1}g_{n-i}=\sum_{k=0}^{n-1}g_{k+1},
\]

with \(k=n-1-i\). The increment is therefore \(S_{n+1}(g)-S_n(g)\). Both quantities start at zero, so \(\|s_n\|^2=S_n(g)\), and part (a) gives the claim. Dividing by \(n^2\) for \(n\ge1\) shows that `varMean` really is the variance of the mean.

The Lean induction follows the same route. `cross` reverses the order of summation with `sum_range_reflect`, `self` supplies \(g_0\), and `norm_add_sq_real` expands the square.

```lean
/-- For stationary centred samples, the squared norm of the sum of the first `n` samples
is `n²` times `varMean`. -/
theorem norm_sq_sum {x : ℕ → E} {g : ℕ → ℝ} (h : IsStationary x g) (n : ℕ) :
    ‖∑ i ∈ range n, x i‖ ^ 2 = (n : ℝ) ^ 2 * varMean g n := by
  rw [← varSum_eq]
  induction n with
  | zero => simp [varSum]
  | succ n ih =>
    -- covariance of the new sample with all earlier ones
    have cross : inner ℝ (∑ i ∈ range n, x i) (x n) = ∑ k ∈ range n, g (k + 1) := by
      rw [sum_inner, ← sum_range_reflect (fun k => g (k + 1)) n]
      refine sum_congr rfl fun i hi => ?_
      have hi' := mem_range.mp hi
      have e := h i (n - 1 - i + 1)
      rwa [show i + (n - 1 - i + 1) = n by omega] at e
    have self : ‖x n‖ ^ 2 = g 0 := by
      rw [← real_inner_self_eq_norm_sq]
      exact h n 0
    have step : varSum g (n + 1) =
        varSum g n + (g 0 + 2 * ∑ k ∈ range n, g (k + 1)) := sum_range_succ _ _
    rw [sum_range_succ, norm_add_sq_real, ih, cross, self, step]
    ring
```

## (c) Covariances of the pair averages

Show that the pair averages are again stationary, with the blocked sequence as their autocovariances:

\[
\langle y_i,y_{i+k}\rangle=(Bg)_k\qquad\text{for all } i,k .
\]

At lag zero, expanding the product gives

\[
\langle y_i,y_i\rangle=\tfrac14(g_0+g_1+g_1+g_0)=\tfrac12(g_0+g_1).
\]

At lag \(k+1\), the samples \(x_{2i},x_{2i+1}\) meet \(x_{2i+2k+2},x_{2i+2k+3}\). The four time differences are \(2k+2\), \(2k+3\), \(2k+1\) and \(2k+2\), so

\[
\langle y_i,y_{i+k+1}\rangle=\tfrac14\bigl(g_{2k+1}+2g_{2k+2}+g_{2k+3}\bigr).
\]

In both cases of the Lean proof, `a`, `b`, `c` and `d` are these four covariances, and `linear_combination` adds them with weight \(1/4\). The blocking rule is thus derived from the averaging of samples.

```lean
/-- Pair averages of stationary samples are stationary, with the blocked autocovariances. -/
theorem stationary_blockPairs {x : ℕ → E} {g : ℕ → ℝ} (h : IsStationary x g) :
    IsStationary (blockPairs x) (blockAutocov g) := by
  intro i k
  simp only [blockPairs, real_inner_smul_left, real_inner_smul_right,
    inner_add_left, inner_add_right]
  cases k with
  | zero =>
    have a := h (2 * i) 0
    have b := h (2 * i) 1
    have c := h (2 * i + 1) 0
    have d : inner ℝ (x (2 * i + 1)) (x (2 * i)) = g 1 := by
      rw [real_inner_comm]
      exact b
    simp only [add_zero, blockAutocov] at a c ⊢
    linear_combination (1 / 4) * (a + b + c + d)
  | succ k =>
    have a : inner ℝ (x (2 * i)) (x (2 * (i + (k + 1)))) = g (2 * k + 2) := by
      rw [show 2 * (i + (k + 1)) = 2 * i + (2 * k + 2) by ring]
      exact h _ _
    have b : inner ℝ (x (2 * i)) (x (2 * (i + (k + 1)) + 1)) = g (2 * k + 3) := by
      rw [show 2 * (i + (k + 1)) + 1 = 2 * i + (2 * k + 3) by ring]
      exact h _ _
    have c : inner ℝ (x (2 * i + 1)) (x (2 * (i + (k + 1)))) = g (2 * k + 1) := by
      rw [show 2 * (i + (k + 1)) = 2 * i + 1 + (2 * k + 1) by ring]
      exact h _ _
    have d : inner ℝ (x (2 * i + 1)) (x (2 * (i + (k + 1)) + 1)) = g (2 * k + 2) := by
      rw [show 2 * (i + (k + 1)) + 1 = 2 * i + 1 + (2 * k + 2) by ring]
      exact h _ _
    simp only [blockAutocov]
    linear_combination (1 / 4) * (a + b + c + d)
```

## (d) An alternating signal

Verify that \(x_i=(-1)^i\), as vectors in \(\mathbb R\), are stationary with \(g_k=(-1)^k\):

\[
(-1)^i(-1)^{i+k}=(-1)^k .
\]

The left side is \(\bigl((-1)^i\bigr)^2(-1)^k\), and the square equals one. As a random process, this is an alternating series whose overall sign is chosen at random with equal probabilities: its mean is zero and its variance is one.

The example also shows what anticorrelation does. Every pair average vanishes, so the naive estimate for \(2m\) samples, \(m\ge1\), falls from \(1/(2m)\) to zero in one step. Zero is the true variance of the mean here.

```lean
/-- The alternating signal `(-1)^i` is stationary with autocovariances `(-1)^k`. -/
theorem stationary_witness :
    IsStationary (fun i : ℕ => (-1 : ℝ) ^ i) (fun k : ℕ => (-1 : ℝ) ^ k) := by
  intro i k
  have e : (-1 : ℝ) ^ i * (-1 : ℝ) ^ i = 1 := by
    rw [← mul_pow]
    norm_num
  simp only [RCLike.inner_apply, conj_trivial, pow_add]
  linear_combination (-1 : ℝ) ^ k * e
```

## (e) Summed variance under one blocking step

For every real sequence \(g\) and every \(m\ge0\), show that

\[
S_{2m}(g)=4\,S_m(Bg).
\]

For samples, the factor 4 is expected: the pair averages add up to half the original sum. The algebra below needs no samples and no positivity condition on \(g\).

First sum the blocked autocovariances. Every even lag carries weight two. Neighbouring blocked lags share an odd lag, which leaves single weights only at the two ends:

\[
4\sum_{k=0}^{m-1}(Bg)_{k+1}=2\sum_{k=0}^{2m-1}g_{k+1}+g_{2m+1}-g_1 .
\]

For \(m=0\) both sides are zero. Now increase \(m\) by one. The left side of the target grows by the contributions of samples \(2m\) and \(2m+1\):

\[
2g_0+4\sum_{k=0}^{2m-1}g_{k+1}+2g_{2m+1}.
\]

The right side grows by

\[
4(Bg)_0+8\sum_{k=0}^{m-1}(Bg)_{k+1}
=2g_0+2g_1+4\sum_{k=0}^{2m-1}g_{k+1}+2g_{2m+1}-2g_1 ,
\]

which is the same. Both sides of the target vanish at \(m=0\), so induction completes the argument.

The first identity is `partialSum` in the code, itself proved by induction. The last `linear_combination` combines the induction hypothesis, `partialSum m` and the definition of \((Bg)_0\) exactly as above.

```lean
/-- The variance of the sum of `2m` samples is four times that of the sum of the `m`
pair averages. -/
theorem varSum_block (g : ℕ → ℝ) (m : ℕ) :
    varSum g (2 * m) = 4 * varSum (blockAutocov g) m := by
  -- partial sums of the blocked autocovariances
  have partialSum : ∀ m : ℕ, 4 * ∑ k ∈ range m, blockAutocov g (k + 1) =
      2 * ∑ k ∈ range (2 * m), g (k + 1) + g (2 * m + 1) - g 1 := by
    intro m
    induction m with
    | zero => simp
    | succ m ih =>
      have hb : blockAutocov g (m + 1) =
          (g (2 * m + 1) + 2 * g (2 * m + 1 + 1) + g (2 * m + 1 + 1 + 1)) / 4 := rfl
      rw [show 2 * (m + 1) = 2 * m + 1 + 1 by ring, sum_range_succ, sum_range_succ,
        sum_range_succ, hb]
      linear_combination ih
  induction m with
  | zero => simp [varSum]
  | succ m ih =>
    have b0 : blockAutocov g 0 = (g 0 + g 1) / 2 := rfl
    rw [show 2 * (m + 1) = 2 * m + 1 + 1 by ring]
    simp only [varSum] at ih ⊢
    simp only [sum_range_succ]
    linear_combination ih - 2 * partialSum m - 4 * b0
```

## (f) The true variance and the naive estimate

For \(m\ge1\), show that

\[
V_m(Bg)=V_{2m}(g)
\qquad\text{and}\qquad
N_{2m}(g)\le N_m(Bg)\iff g_1\ge0 .
\]

Parts (a) and (e) give

\[
4m^2V_{2m}(g)=S_{2m}(g)=4S_m(Bg)=4m^2V_m(Bg),
\]

and \(4m^2\ne0\) can be cancelled. For the naive estimates,

\[
N_m(Bg)-N_{2m}(g)=\frac{g_0+g_1}{2m}-\frac{g_0}{2m}=\frac{g_1}{2m},
\]

whose sign is that of \(g_1\).

The Lean statement joins the two claims with `∧`, and `hm : 0 < m` is its only hypothesis. `mul_left_cancel₀` performs the cancellation; in the second half the common denominator \(2m\) is removed and `linarith` compares the numerators.

In a reblocking table, a rise from one level to the next therefore reflects a positive lag-one autocovariance at the finer level, as far as exact autocovariances are concerned. Tabulated values rest on sample variances, which carry noise and, for correlated entries, in general a bias; the theorem describes neither. An odd number of entries is not covered either; a script that drops the last entry in general changes the mean, and for a short series the change can be large.

```lean
/-- Pair blocking of `2m` samples, `m ≥ 1`, preserves the variance of the mean, and the naive
estimate does not decrease exactly when the lag-one autocovariance is nonnegative. -/
theorem pair_blocking (g : ℕ → ℝ) {m : ℕ} (hm : 0 < m) :
    varMean (blockAutocov g) m = varMean g (2 * m) ∧
      (naive g (2 * m) ≤ naive (blockAutocov g) m ↔ 0 ≤ g 1) := by
  have hm' : (0 : ℝ) < m := by exact_mod_cast hm
  constructor
  · have h1 := varSum_eq g (2 * m)
    have h2 := varSum_eq (blockAutocov g) m
    have h3 := varSum_block g m
    push_cast at h1
    have hne : 4 * (m : ℝ) ^ 2 ≠ 0 := by positivity
    apply mul_left_cancel₀ hne
    linear_combination h1 - 4 * h2 - h3
  · -- both estimates have the common denominator 2m
    have hpos : (0 : ℝ) < 2 * m := by positivity
    simp only [naive, blockAutocov]
    push_cast
    rw [div_div, div_le_div_iff_of_pos_right hpos]
    constructor <;> intro h <;> linarith
```

## (g) Blocking until one entry is left

For every \(r\ge0\), show that \(r\) blocking steps applied to \(2^r\) samples end at the variance of the original mean:

\[
(B^r g)_0=V_{2^r}(g).
\]

For \(r=0\) this reads \(g_0=V_1(g)\). Suppose the claim holds for \(r\) and for every sequence. Applying it to \(Bg\), and then using part (f) with \(m=2^r\), gives

\[
(B^{r+1}g)_0=\bigl(B^r(Bg)\bigr)_0=V_{2^r}(Bg)=V_{2^{r+1}}(g).
\]

The induction hypothesis is needed for \(Bg\) and not only for \(g\), which is why the Lean proof says `generalizing g`. The notation `blockAutocov^[r]` means \(r\)-fold application.

With one block left, the naive estimate is \((B^rg)_0\) itself, so it has become exact. A script cannot read it off there, because a single entry has no sample variance. In practice the error bar is taken from an earlier level, ideally one where the blocks are nearly uncorrelated but still numerous. Whether a given run is long enough to show such a plateau depends on how fast its correlations decay, and the theorem makes no assumption about that.

```lean
/-- After `r` pair blockings of `2^r` samples, the lag-zero autocovariance equals the
variance of the mean of the original samples. -/
theorem complete_blocking (r : ℕ) (g : ℕ → ℝ) :
    (blockAutocov^[r] g) 0 = varMean g (2 ^ r) := by
  induction r generalizing g with
  | zero => simp [varMean]
  | succ r ih =>
    rw [Function.iterate_succ_apply, ih, (pair_blocking g (by positivity)).1, pow_succ']

end

end PairBlocking
```

```lean
#print axioms PairBlocking.norm_sq_sum
-- 'PairBlocking.norm_sq_sum' depends on axioms: [propext, Classical.choice, Quot.sound]
#print axioms PairBlocking.stationary_blockPairs
-- 'PairBlocking.stationary_blockPairs' depends on axioms: [propext, Classical.choice, Quot.sound]
#print axioms PairBlocking.pair_blocking
-- 'PairBlocking.pair_blocking' depends on axioms: [propext, Classical.choice, Quot.sound]
#print axioms PairBlocking.complete_blocking
-- 'PairBlocking.complete_blocking' depends on axioms: [propext, Classical.choice, Quot.sound]
```
